# Coupled-cluster second derivatives from first-order amplitudes and a stationary Lagrangian

## Energy and residuals as functions of independent variables

The energy E and the amplitude equations Ω are taken as functions of a pair (a, x), in which the amplitudes a and the perturbation x vary independently. The solved amplitudes t(x) are a separate object, a path through the space of amplitudes. This separation gives a meaning to "stationary in the amplitudes": x is held fixed while a moves.

In coupled-cluster theory, with a fixed reference Φ0, a cluster operator T(a) and a Hamiltonian H(x), the two functions are

E(a, x) = ⟨Φ0| e^(−T(a)) H(x) e^(T(a)) |Φ0⟩

Ω_i(a, x) = ⟨Φ_i| e^(−T(a)) H(x) e^(T(a)) |Φ0⟩

where Φ0 is normalised and the Φ_i are excited determinants, one for each amplitude in T(a). The argument uses none of this exponential structure. It is carried out here for a finite list of real amplitudes, as many residuals, and functions with two continuous derivatives.

The amplitudes solve Ω(t(x), x) = 0, but they don't in general make E stationary. A second derivative of E(t(x), x) therefore appears to require the second-order response of t. The Lagrangian, with one real multiplier l_i for each residual, removes that need:

L(a, x) = E(a, x) + Σ_i l_i Ω_i(a, x)

The multipliers are fixed numbers, chosen at the reference point x0 and not varied with x. Stationarity at x0 reads, for every amplitude index j,

∂E/∂a_j + Σ_i l_i ∂Ω_i/∂a_j = 0 at (t(x0), x0).

These are the Λ equations of coupled-cluster gradient theory. They have a unique solution l when the Jacobian ∂Ω_i/∂a_j is invertible. Here they are a hypothesis on l.

## Equal second derivatives along the solved and the linearised amplitudes

Write t' for the first derivative of t at x0, a linear map from perturbations to amplitudes, and define the linearised amplitudes

p(x) = t(x0) + t'(x − x0).

The claim is that E(t(x), x) and L(p(x), x) have the same second derivatives at x0, mixed ones included.

In the Lean file the amplitudes have type `ι → ℝ` with `ι` finite, and x lies in a real normed space `X`, so that several field components or nuclear displacements can be treated together. The objects correspond as follows.

- `lagrangian E Ω l` is L, with `⬝ᵥ` as the sum over i.
- `linearPath t x0` is p.
- `mixedDeriv f x0 u v` is the mixed second derivative of f at x0: first along v, then along u.

The main theorem, `energy_mixedDeriv_eq_linearised`, has these hypotheses:

- `hE`, `hΩ` and `ht` say that E and Ω are C² at (t(x0), x0) and that t is C² at x0.
- `hsol` says that the amplitude equations hold for all x in some neighbourhood of x0. Holding at x0 alone would say nothing about the derivatives of t.
- `hstat` says that the derivative of a ↦ L(a, x0) vanishes at t(x0). Stationarity is required at this one point only.

The existence and smoothness of the path t are assumed. In practice they follow from the implicit function theorem where the Jacobian is invertible, and they can fail where it is singular.

For a finite set of real amplitudes on a smooth solution branch, and where multipliers satisfying the stationarity condition exist, static polarisabilities and harmonic force constants can thus be computed without second-order amplitudes: of the amplitudes and multipliers, only t(x0), t' and l are needed. If the orbitals depend on x, their first and second derivatives enter through the derivatives of E and Ω, and the theorem doesn't remove them.

## The chain rule to second order

Let F be a real C² function and γ a C² map. Near x0, the derivative of F(γ(x)) along v is

F'(γ(x))[γ'(x)v].

Both the linear map F'(γ(x)) and the vector γ'(x)v depend on x. Differentiating along u at x0 with the product rule gives

F''(γ(x0))[γ'u, γ'v] + F'(γ(x0))[γ''(u, v)],

where γ' is taken at x0 and γ''(u, v) is the mixed second derivative of γ there.

Now take γ(x) = (s(x), x) for some amplitude path s. Then

γ'u = (s'u, u) and γ''(u, v) = (s''(u, v), 0),

because x has no second derivative with respect to itself. With ∂ₐF for the derivative in the amplitudes at fixed x, the second derivative of F(s(x), x) is

F''[(s'u, u), (s'v, v)] + ∂ₐF[s''(u, v)].

The second-order amplitudes enter linearly, and only through the amplitude gradient.

## The error for arbitrary multipliers

Apply this formula to F = L along two paths. For s = t it gives

L''[(t'u, u), (t'v, v)] + ∂ₐL[t''(u, v)].

For s = p we have p(x0) = t(x0), p' = t' and p'' = 0, so that only the first term remains:

L''[(t'u, u), (t'v, v)].

Near x0 the residuals vanish along t, hence E(t(x), x) = L(t(x), x) there for any l, and the second derivatives of these two functions agree. Subtracting the two results gives

second derivative of E(t(x), x) = second derivative of L(p(x), x) + ∂ₐL[t''(u, v)].

This holds for every choice of multipliers. If L is stationary in the amplitudes, then ∂ₐL = 0 and the last term disappears.

## One amplitude and one perturbation

The smallest case with a nonzero second-order amplitude has one a and one real x. The functions below are a purely mathematical illustration and don't come from a Hermitian Hamiltonian. Take

E(a, x) = a, Ω(a, x) = a − x², x0 = 0.

The solution is t(x) = x², so the energy is x² and its second derivative is 2. Since t'(0) = 0, the linearised amplitude is p(x) = 0. The bare energy along p is zero, and its second derivative is 0 instead of 2.

With a multiplier l, the Lagrangian along p is −l x², with second derivative −2l. The error term is (1 + l) · 2, and the sum is 2 for every l. Stationarity requires 1 + l = 0, so l = −1, and the Lagrangian along p then gives the full value 2. The linearised amplitude violates Ω = 0 at second order, and the multiplier term turns this violation into the missing part of the energy.

## The Lean file

```lean
import Mathlib

open Filter Topology Matrix

namespace CoupledClusterSecondDerivatives

noncomputable section

variable {X V W T ι : Type*} [NormedAddCommGroup X] [NormedSpace ℝ X]
  [NormedAddCommGroup V] [NormedSpace ℝ V] [NormedAddCommGroup W] [NormedSpace ℝ W]
  [NormedAddCommGroup T] [NormedSpace ℝ T] [Fintype ι]

/-- The mixed second derivative of `f` at `x0`: first along `v`, then along `u`. -/
def mixedDeriv (f : X → W) (x0 u v : X) : W :=
  fderiv ℝ (fun x => fderiv ℝ f x v) x0 u

/-- The Lagrangian `L = E + l · Ω` of the energy `E`, the amplitude equations `Ω` and the
multipliers `l`, as a function of amplitudes and perturbation. -/
def lagrangian (E : (ι → ℝ) × X → ℝ) (Ω : (ι → ℝ) × X → ι → ℝ) (l : ι → ℝ)
    (p : (ι → ℝ) × X) : ℝ :=
  E p + l ⬝ᵥ Ω p

/-- The amplitudes to first order in the perturbation, `t(x0) + t'(x0)(x - x0)`. -/
def linearPath (t : X → T) (x0 x : X) : T :=
  t x0 + fderiv ℝ t x0 (x - x0)

/-- Second-order chain rule: the mixed second derivative of `F(γ(x))` is the Hessian of `F` on
the first derivatives of `γ` plus the gradient of `F` on the second derivative of `γ`. -/
theorem mixedDeriv_comp {F : V → ℝ} {γ : X → V} {x0 : X}
    (hF : ContDiffAt ℝ 2 F (γ x0)) (hγ : ContDiffAt ℝ 2 γ x0) (u v : X) :
    mixedDeriv (fun x => F (γ x)) x0 u v =
      fderiv ℝ (fderiv ℝ F) (γ x0) (fderiv ℝ γ x0 u) (fderiv ℝ γ x0 v)
        + fderiv ℝ F (γ x0) (mixedDeriv γ x0 u v) := by
  have hF1 : ∀ᶠ y in 𝓝 (γ x0), DifferentiableAt ℝ F y :=
    (hF.eventually (by simp)).mono fun y hy => hy.differentiableAt (by norm_num)
  have hγ1 : ∀ᶠ x in 𝓝 x0, DifferentiableAt ℝ γ x :=
    (hγ.eventually (by simp)).mono fun y hy => hy.differentiableAt (by norm_num)
  -- the first derivative, in a whole neighbourhood
  have hstep : (fun x => fderiv ℝ (fun x => F (γ x)) x v) =ᶠ[𝓝 x0]
      fun x => fderiv ℝ F (γ x) (fderiv ℝ γ x v) := by
    filter_upwards [hγ.continuousAt.eventually hF1, hγ1] with x h1 h2
    exact DFunLike.congr_fun (h1.hasFDerivAt.comp x h2.hasFDerivAt).fderiv v
  have hdF : DifferentiableAt ℝ (fderiv ℝ F) (γ x0) :=
    (hF.fderiv_right (m := 1) (by norm_num)).differentiableAt (by norm_num)
  have hdγ : DifferentiableAt ℝ (fderiv ℝ γ) x0 :=
    (hγ.fderiv_right (m := 1) (by norm_num)).differentiableAt (by norm_num)
  have hA : HasFDerivAt (fun x => fderiv ℝ F (γ x))
      ((fderiv ℝ (fderiv ℝ F) (γ x0)).comp (fderiv ℝ γ x0)) x0 :=
    HasFDerivAt.comp (g := fderiv ℝ F) (f := γ) x0 hdF.hasFDerivAt
      hγ1.self_of_nhds.hasFDerivAt
  have hB : HasFDerivAt (fun x => fderiv ℝ γ x v)
      (fderiv ℝ (fun x => fderiv ℝ γ x v) x0) x0 :=
    (hdγ.clm_apply (differentiableAt_const v)).hasFDerivAt
  -- the product rule gives the second derivative
  unfold mixedDeriv
  rw [hstep.fderiv_eq, (hA.clm_apply hB).fderiv]
  simp only [_root_.add_apply, ContinuousLinearMap.comp_apply,
    ContinuousLinearMap.flip_apply]
  exact add_comm _ _

/-- Along amplitudes `s(x)`, the second derivative of `F(s(x), x)` contains the second-order
amplitudes only through the amplitude gradient of `F`. -/
theorem mixedDeriv_along_path {F : T × X → ℝ} {s : X → T} {x0 : X}
    (hF : ContDiffAt ℝ 2 F (s x0, x0)) (hs : ContDiffAt ℝ 2 s x0) (u v : X) :
    mixedDeriv (fun x => F (s x, x)) x0 u v =
      fderiv ℝ (fderiv ℝ F) (s x0, x0) (fderiv ℝ s x0 u, u) (fderiv ℝ s x0 v, v)
        + fderiv ℝ (fun a => F (a, x0)) (s x0) (mixedDeriv s x0 u v) := by
  have hs1 : ∀ᶠ x in 𝓝 x0, DifferentiableAt ℝ s x :=
    (hs.eventually (by simp)).mono fun y hy => hy.differentiableAt (by norm_num)
  have hfst : ∀ x, DifferentiableAt ℝ s x → ∀ w,
      fderiv ℝ (fun x => (s x, x)) x w = (fderiv ℝ s x w, w) := fun x hx w =>
    DFunLike.congr_fun (hx.hasFDerivAt.prodMk (hasFDerivAt_id x)).fderiv w
  have hds : DifferentiableAt ℝ (fderiv ℝ s) x0 :=
    (hs.fderiv_right (m := 1) (by norm_num)).differentiableAt (by norm_num)
  -- the perturbation itself has no second derivative
  have hsnd : mixedDeriv (fun x => (s x, x)) x0 u v = (mixedDeriv s x0 u v, 0) := by
    have he : (fun x => fderiv ℝ (fun x => (s x, x)) x v) =ᶠ[𝓝 x0]
        fun x => (fderiv ℝ s x v, v) := hs1.mono fun x hx => hfst x hx v
    unfold mixedDeriv
    rw [he.fderiv_eq]
    exact DFunLike.congr_fun ((hds.clm_apply (differentiableAt_const v)).hasFDerivAt.prodMk
      (hasFDerivAt_const v x0)).fderiv u
  have hpart : ∀ w, fderiv ℝ (fun a => F (a, x0)) (s x0) w = fderiv ℝ F (s x0, x0) (w, 0) :=
    fun w => DFunLike.congr_fun (HasFDerivAt.comp (g := F) (f := fun a : T => (a, x0)) (s x0)
      (hF.differentiableAt (by norm_num)).hasFDerivAt
      ((hasFDerivAt_id (s x0)).prodMk (hasFDerivAt_const x0 (s x0)))).fderiv w
  have h := mixedDeriv_comp (γ := fun x => (s x, x)) hF (hs.prodMk contDiffAt_id) u v
  rw [hsnd, hfst x0 hs1.self_of_nhds u, hfst x0 hs1.self_of_nhds v] at h
  rw [hpart]
  exact h

/-- The linearised amplitudes have the first derivative of `t` at `x0` everywhere. -/
theorem hasFDerivAt_linearPath (t : X → T) (x0 x : X) :
    HasFDerivAt (linearPath t x0) (fderiv ℝ t x0) x := by
  have h := ((fderiv ℝ t x0).hasFDerivAt.comp x
    ((hasFDerivAt_id x).sub_const x0)).const_add (t x0)
  rw [ContinuousLinearMap.comp_id] at h
  exact h

variable {E : (ι → ℝ) × X → ℝ} {Ω : (ι → ℝ) × X → ι → ℝ} {t : X → ι → ℝ} {x0 : X}

/-- If `t` solves the amplitude equations near `x0`, then for any multipliers the second derivative
of the energy along `t` is that of the Lagrangian with linearised amplitudes plus the amplitude
gradient of `L` on the second-order amplitudes. -/
theorem energy_mixedDeriv_defect (hE : ContDiffAt ℝ 2 E (t x0, x0))
    (hΩ : ContDiffAt ℝ 2 Ω (t x0, x0)) (ht : ContDiffAt ℝ 2 t x0)
    (hsol : ∀ᶠ x in 𝓝 x0, Ω (t x, x) = 0) (l : ι → ℝ) (u v : X) :
    mixedDeriv (fun x => E (t x, x)) x0 u v =
      mixedDeriv (fun x => lagrangian E Ω l (linearPath t x0 x, x)) x0 u v
        + fderiv ℝ (fun a => lagrangian E Ω l (a, x0)) (t x0) (mixedDeriv t x0 u v) := by
  have hL : ContDiffAt ℝ 2 (lagrangian E Ω l) (t x0, x0) :=
    hE.add (ContDiffAt.sum fun i _ => contDiffAt_const.mul (contDiffAt_pi.1 hΩ i))
  -- on the solutions of the amplitude equations, energy and Lagrangian coincide
  have heq : (fun x => E (t x, x)) =ᶠ[𝓝 x0] fun x => lagrangian E Ω l (t x, x) :=
    hsol.mono fun x hx => by simp [lagrangian, hx]
  have hEL : mixedDeriv (fun x => E (t x, x)) x0 u v =
      mixedDeriv (fun x => lagrangian E Ω l (t x, x)) x0 u v :=
    DFunLike.congr_fun (EventuallyEq.fderiv_eq
      (heq.fderiv.mono fun x hx => DFunLike.congr_fun hx v)) u
  have h0 : linearPath t x0 x0 = t x0 := by simp [linearPath]
  have hlin : ContDiffAt ℝ 2 (linearPath t x0) x0 :=
    (contDiff_const.add ((fderiv ℝ t x0).contDiff.comp
      (contDiff_id.sub contDiff_const))).contDiffAt
  have hzero : mixedDeriv (linearPath t x0) x0 u v = 0 := by
    simp [mixedDeriv, (hasFDerivAt_linearPath t x0 _).fderiv]
  have h2 := mixedDeriv_along_path (F := lagrangian E Ω l) (s := linearPath t x0)
    (by rw [h0]; exact hL) hlin u v
  rw [hzero, map_zero, add_zero, h0, (hasFDerivAt_linearPath t x0 x0).fderiv] at h2
  rw [hEL, h2, mixedDeriv_along_path hL ht u v]

/-- Second derivatives without second-order amplitudes: if `t` solves the amplitude equations near
`x0` and `L` is stationary in the amplitudes at `x0`, the energy and the Lagrangian with linearised
amplitudes have equal second derivatives. -/
theorem energy_mixedDeriv_eq_linearised (hE : ContDiffAt ℝ 2 E (t x0, x0))
    (hΩ : ContDiffAt ℝ 2 Ω (t x0, x0)) (ht : ContDiffAt ℝ 2 t x0)
    (hsol : ∀ᶠ x in 𝓝 x0, Ω (t x, x) = 0) (l : ι → ℝ)
    (hstat : fderiv ℝ (fun a => lagrangian E Ω l (a, x0)) (t x0) = 0) (u v : X) :
    mixedDeriv (fun x => E (t x, x)) x0 u v =
      mixedDeriv (fun x => lagrangian E Ω l (linearPath t x0 x, x)) x0 u v := by
  rw [energy_mixedDeriv_defect hE hΩ ht hsol l u v, hstat]
  simp

/-- The case of one perturbation strength `x`, with ordinary second derivatives. -/
theorem energy_second_deriv {E : (ι → ℝ) × ℝ → ℝ} {Ω : (ι → ℝ) × ℝ → ι → ℝ}
    {t : ℝ → ι → ℝ} {x0 : ℝ} (hE : ContDiffAt ℝ 2 E (t x0, x0))
    (hΩ : ContDiffAt ℝ 2 Ω (t x0, x0)) (ht : ContDiffAt ℝ 2 t x0)
    (hsol : ∀ᶠ x in 𝓝 x0, Ω (t x, x) = 0) (l : ι → ℝ)
    (hstat : fderiv ℝ (fun a => lagrangian E Ω l (a, x0)) (t x0) = 0) :
    deriv (deriv fun x => E (t x, x)) x0 =
      deriv (deriv fun x => lagrangian E Ω l (t x0 + (x - x0) • deriv t x0, x)) x0 := by
  have h := energy_mixedDeriv_eq_linearised hE hΩ ht hsol l hstat 1 1
  have hp : ∀ x, linearPath t x0 x = t x0 + (x - x0) • deriv t x0 := fun x => by
    rw [linearPath, fderiv_eq_smul_deriv]
  simp only [hp] at h
  exact h

/-- The function `x²` has second derivative `2` at `0`, while the function `0² + x c`, linear in
`x`, has second derivative `0` there for every slope `c`. -/
theorem bare_energy_fails (c : ℝ) :
    deriv (deriv fun x : ℝ => x ^ 2) 0 = 2 ∧
      deriv (deriv fun x : ℝ => (0 : ℝ) ^ 2 + x * c) 0 = 0 := by
  constructor
  · have h : deriv (fun x : ℝ => x ^ 2) = fun x => 2 * x := by
      ext x
      simp
    rw [h]
    exact (((hasDerivAt_id (0 : ℝ)).const_mul 2).congr_deriv (mul_one 2)).deriv
  · have h : deriv (fun x : ℝ => (0 : ℝ) ^ 2 + x * c) = fun _ => c := by
      ext x
      exact ((((hasDerivAt_id x).mul_const c).const_add _).congr_deriv (one_mul c)).deriv
    rw [h]
    simp

end

end CoupledClusterSecondDerivatives
```

```lean
#print axioms CoupledClusterSecondDerivatives.energy_mixedDeriv_eq_linearised
-- 'CoupledClusterSecondDerivatives.energy_mixedDeriv_eq_linearised' depends on axioms: [propext, Classical.choice, Quot.sound]
#print axioms CoupledClusterSecondDerivatives.energy_second_deriv
-- 'CoupledClusterSecondDerivatives.energy_second_deriv' depends on axioms: [propext, Classical.choice, Quot.sound]
#print axioms CoupledClusterSecondDerivatives.bare_energy_fails
-- 'CoupledClusterSecondDerivatives.bare_energy_fails' depends on axioms: [propext, Classical.choice, Quot.sound]
```

## How the proof follows the derivation

`mixedDeriv_comp` is the second-order chain rule. The step `hstep` establishes the formula for the first derivative in a whole neighbourhood of x0, since it is going to be differentiated again. Then `hA` differentiates the linear map F'(γ(x)), `hB` differentiates the vector γ'(x)v, and `clm_apply` is the product rule for a varying linear map applied to a varying vector.

`mixedDeriv_along_path` specialises this to x ↦ (s(x), x). Inside it, `hfst` computes the first derivative (s'w, w), and `hsnd` computes the second derivative (s''(u, v), 0). The step `hpart` identifies the full derivative of F on a vector (w, 0) with the derivative in the amplitudes at fixed x0. This turns the last term of the chain rule into the amplitude gradient.

`hasFDerivAt_linearPath` says that p has the constant derivative t'. Its second derivative is therefore zero, which the next theorem records as `hzero`.

`energy_mixedDeriv_defect` is the error formula for arbitrary multipliers. The step `heq` uses `hsol` to identify E with L along t near x0, and `hEL` carries this equality over to the second derivatives. The path formula is then applied twice: to the linearised path in `h2`, and to t itself in the final rewrite. After `hzero` has removed the second-order term from `h2`, the two Hessian terms are identical and the gradient term is left over.

`energy_mixedDeriv_eq_linearised` inserts `hstat` into that formula, and the zero map applied to t''(u, v) gives zero.

`energy_second_deriv` is the case of a single real perturbation strength. It sets u = v = 1 and rewrites the linearised amplitudes as `t x0 + (x - x0) • deriv t x0`, so that both sides become ordinary second derivatives.

`bare_energy_fails` contains the two derivatives behind the failure of the bare energy in the one-amplitude example: x² has second derivative 2 at 0, and a function linear in x has second derivative 0, whatever its slope `c`. The linearised amplitude of the example is the case c = 0. Allowing any slope shows that no other choice of linear amplitude would repair the bare energy in this example.
